# In dimension d ≥ 1, the body-centred lattice with hops (±1, …, ±1) has binom(2n,n)^d closed walks of length 2n from each site and none of odd length

Sites are points x of ℤ^d, with integer coordinates x_i for each axis i. A hop changes every coordinate by +1 or −1, so each site has 2^d neighbours. For d = 3 these are the eight nearest neighbours of the body-centred cubic lattice, with half the cubic cell edge as the unit of length. Hops from one site reach only part of ℤ^3, and that part is one body-centred lattice. The rest of ℤ^3 consists of disconnected copies of it, which do not affect walks from the chosen site.

A walk of length m is an ordered sequence of m hops. It may revisit sites, including its starting site, and it is closed if it ends where it began.

```lean
import Mathlib

open Finset

namespace BodyCentredLatticeMoments

noncomputable section
```

A single-axis displacement is encoded by a Boolean b, with true for +1 and false for −1.

```lean
/-- The displacement along one axis: plus one or minus one. -/
def step (b : Bool) : ℤ := if b then 1 else -1
```

A hop is a choice s of one sign for each axis, and its displacement has the components

hop(s)_i = step(s_i).

In Lean, `Fin d` is the set of axes, numbered from 0, and a site has type `Fin d → ℤ`.

```lean
/-- A hop of the body-centred lattice: every coordinate changes by plus or minus one. -/
def hop {d : ℕ} (s : Fin d → Bool) : Fin d → ℤ := fun i => step (s i)
```

A walk w assigns to each step j a hop w_j, whose sign along axis i is w_ji, written `w j i` in Lean. Starting from x, it ends at

endpoint(x, w) = x + ∑_j hop(w_j).

```lean
/-- The site reached from `x` after the successive hops of `w`. -/
def endpoint {d m : ℕ} (x : Fin d → ℤ) (w : Fin m → Fin d → Bool) : Fin d → ℤ :=
  x + ∑ j, hop (w j)
```

The walks from x to y form a finite set, because there are only 2^(dm) sequences of m hops.

```lean
/-- The walks of `m` hops that lead from site `x` to site `y`. -/
def walks {d : ℕ} (m : ℕ) (x y : Fin d → ℤ) : Finset (Fin m → Fin d → Bool) :=
  univ.filter (fun w => endpoint x w = y)
```

The corresponding set for a single axis contains the sequences of m signs whose sum is r.

```lean
/-- The walks of `m` unit steps on a single axis with total displacement `r`. -/
def axisWalks (m : ℕ) (r : ℤ) : Finset (Fin m → Bool) :=
  univ.filter (fun f => ∑ j, step (f j) = r)
```

## The hopping Hamiltonian

One orbital per site, zero on-site energy and the same real amplitude t for every hop give

(Hψ)(x) = t ∑_s ψ(x + hop(s)).

The sign convention is +t. Wavefunctions are arbitrary real functions on the infinite lattice; no normalisation or decay is required, since the sum over s is finite.

```lean
/-- The tight-binding Hamiltonian with amplitude `t` for each hop of the lattice. -/
def hamiltonian {d : ℕ} (t : ℝ) (ψ : (Fin d → ℤ) → ℝ) : (Fin d → ℤ) → ℝ :=
  fun x => t * ∑ s : Fin d → Bool, ψ (x + hop s)
```

The state localised at x is 1 at x and 0 elsewhere.

```lean
/-- The state localised on site `x`. -/
def siteState {d : ℕ} (x : Fin d → ℤ) : (Fin d → ℤ) → ℝ :=
  fun y => if y = x then 1 else 0
```

Write δ_x for this state. The local moment of order m is

μ_m(x) = (H^m δ_x)(x),

the diagonal matrix element of H^m at site x. In Lean, `(hamiltonian t)^[m]` denotes m successive applications of H.

```lean
/-- The local moment of order `m`: the amplitude at `x` after the Hamiltonian has acted
`m` times on the state localised at `x`. -/
def localMoment {d : ℕ} (t : ℝ) (m : ℕ) (x : Fin d → ℤ) : ℝ :=
  (hamiltonian t)^[m] (siteState x) x
```

## Sign sequences on one axis

Let p of the m signs be plus. The other m − p are minus, so the displacement is

p − (m − p) = 2p − m.

The proof writes each step as 2·[plus] − 1, where [plus] is 1 for a plus sign and 0 otherwise, and sums over the steps.

```lean
/-- The displacement along an axis is twice the number of forward steps minus the number
of all steps. -/
theorem sum_step {m : ℕ} (f : Fin m → Bool) :
    ∑ j, step (f j) = 2 * ((univ.filter (fun j => f j = true)).card : ℤ) - m := by
  have h : ∀ j, step (f j) = 2 * (if f j = true then (1 : ℤ) else 0) - 1 := by
    intro j
    unfold step
    split <;> norm_num
  rw [Finset.sum_congr rfl (fun j _ => h j), Finset.sum_sub_distrib, ← Finset.mul_sum,
    Finset.sum_boole]
  simp
```

A displacement of 2k − m therefore means 2p − m = 2k − m, that is, p = k. Choosing such a walk amounts to choosing which k of the m steps are plus, so there are binom(m,k) of them. If k > m, the displacement is out of reach and the binomial coefficient is zero.

The proof makes this a bijection between walks and k-element subsets of the steps. Its four parts check that each map lands in the right set and that the two maps undo each other; `omega` deduces p = k.

```lean
/-- On one axis, the walks of `m` steps with displacement `2k - m` number `m` choose `k`. -/
theorem card_axisWalks (m k : ℕ) :
    (axisWalks m (2 * (k : ℤ) - m)).card = m.choose k := by
  -- a walk is the same thing as the set of its forward steps
  have h : (axisWalks m (2 * (k : ℤ) - m)).card
      = (powersetCard k (univ : Finset (Fin m))).card := by
    refine Finset.card_bij' (fun f _ => univ.filter (fun j => f j = true))
      (fun s _ => fun j => decide (j ∈ s)) ?_ ?_ ?_ ?_
    · intro f hf
      have h1 : ∑ j, step (f j) = 2 * (k : ℤ) - m := (Finset.mem_filter.1 hf).2
      rw [sum_step] at h1
      have h2 : (univ.filter (fun j => f j = true)).card = k := by omega
      exact Finset.mem_powersetCard.2 ⟨Finset.subset_univ _, h2⟩
    · intro s hs
      have hk : s.card = k := (Finset.mem_powersetCard.1 hs).2
      have hset : univ.filter (fun j => decide (j ∈ s) = true) = s := by
        ext j
        simp
      have h1 : ∑ j, step (decide (j ∈ s))
          = 2 * ((univ.filter (fun j => decide (j ∈ s) = true)).card : ℤ) - m :=
        sum_step (fun j => decide (j ∈ s))
      rw [hset, hk] at h1
      exact Finset.mem_filter.2 ⟨Finset.mem_univ _, h1⟩
    · intro f _
      funext j
      simp
    · intro s _
      ext j
      simp
  rw [h, Finset.card_powersetCard, Finset.card_univ, Fintype.card_fin]
```

## Independence of the axes

The equation endpoint(x, w) = y holds exactly when it holds in every coordinate:

∑_j step(w_ji) = y_i − x_i for every i.

```lean
/-- A walk leads from `x` to `y` exactly when its steps along every axis add up to the
difference of the coordinates. -/
theorem mem_walks {d m : ℕ} {x y : Fin d → ℤ} {w : Fin m → Fin d → Bool} :
    w ∈ walks m x y ↔ ∀ i, ∑ j, step (w j i) = y i - x i := by
  simp only [walks, Finset.mem_filter, Finset.mem_univ, true_and, funext_iff, endpoint,
    Pi.add_apply, Finset.sum_apply, hop]
  exact forall_congr' fun i => ⟨fun h => by linarith, fun h => by linarith⟩
```

Each of these conditions involves the signs of one axis only. Since a hop chooses its d signs freely, a lattice walk from x to y is the same thing as d independent one-axis walks, one for each displacement y_i − x_i. Hence

number of walks from x to y = ∏_i (number of one-axis walks with displacement y_i − x_i).

The bijection in the proof merely exchanges the two indices, turning `w j i` into `g i j`. The factorisation works because every hop moves along all axes at once, with an independent sign for each; on the simple cubic lattice, where a hop moves along one axis, the axes compete for steps.

```lean
/-- The number of walks of `m` hops from `x` to `y` is the product over the axes `i` of the numbers
of one-axis walks of `m` steps with displacement `y i - x i`. -/
theorem card_walks_eq_prod {d : ℕ} (m : ℕ) (x y : Fin d → ℤ) :
    (walks m x y).card = ∏ i, (axisWalks m (y i - x i)).card := by
  rw [← Fintype.card_piFinset]
  -- exchange the index of the step with the index of the axis
  refine Finset.card_bij' (fun w _ => fun i j => w j i) (fun g _ => fun j i => g i j)
    ?_ ?_ (fun _ _ => rfl) (fun _ _ => rfl)
  · intro w hw
    exact Fintype.mem_piFinset.2 fun i =>
      Finset.mem_filter.2 ⟨Finset.mem_univ _, mem_walks.1 hw i⟩
  · intro g hg
    exact mem_walks.2 fun i => (Finset.mem_filter.1 (Fintype.mem_piFinset.1 hg i)).2
```

For an endpoint with y_i − x_i = 2k_i − m, the one-axis count turns the product into

∏_i binom(m, k_i).

```lean
/-- The walks of `m` hops with displacement `2 k i - m` along each axis `i` number the
product of the binomial coefficients `m` choose `k i`. -/
theorem card_walks_displacement {d : ℕ} (m : ℕ) (x : Fin d → ℤ) (k : Fin d → ℕ) :
    (walks m x (fun i => x i + (2 * (k i : ℤ) - m))).card = ∏ i, m.choose (k i) := by
  rw [card_walks_eq_prod]
  refine Finset.prod_congr rfl fun i _ => ?_
  rw [add_sub_cancel_left, card_axisWalks]
```

## Closed walks of even and odd length

Set m = 2n and k_i = n for every i. Each displacement is then 2n − 2n = 0, the endpoint is x, and the product has d equal factors:

number of closed walks of length 2n = binom(2n,n)^d.

For length 2n + 1, a closed walk would need p plus signs along the first axis with

2p − (2n + 1) = 0,

which is impossible because the left side is odd. This argument needs an axis to exist, and the hypothesis `hd : 1 ≤ d` supplies it. In dimension zero there is a single site and a single empty hop, so walks of every length are closed.

The theorem states both parts for every n, including n = 0, and for every starting site.

```lean
/-- In dimension `d ≥ 1`, the closed walks of length `2n` from any site number
`(2n choose n) ^ d`, and there is no closed walk of odd length. -/
theorem closed_walks {d : ℕ} (hd : 1 ≤ d) (n : ℕ) (x : Fin d → ℤ) :
    (walks (2 * n) x x).card = (2 * n).choose n ^ d ∧ walks (2 * n + 1) x x = ∅ := by
  constructor
  · have h := card_walks_displacement (2 * n) x (fun _ => n)
    have hx : (fun i => x i + (2 * (n : ℤ) - ((2 * n : ℕ) : ℤ))) = x := by
      funext i
      push_cast
      ring
    rw [hx] at h
    rw [h, Finset.prod_const, Finset.card_univ, Fintype.card_fin]
  · -- an odd number of unit steps cannot cancel along the first axis
    refine Finset.eq_empty_of_forall_notMem fun w hw => ?_
    have h := mem_walks.1 hw ⟨0, hd⟩
    rw [sum_step (fun j => w j ⟨0, hd⟩), sub_self] at h
    push_cast at h
    omega
```

## Powers of H as sums over walks

Repeated action of H generates all walks:

(H^m ψ)(x) = t^m ∑_w ψ(endpoint(x, w)).

For m = 0 the only walk is empty and both sides equal ψ(x). For the induction step, apply H once more and use the formula for m at each neighbour:

(H^(m+1) ψ)(x) = t ∑_s (H^m ψ)(x + hop(s)) = t^(m+1) ∑_s ∑_w ψ(endpoint(x + hop(s), w)).

A first hop s followed by a walk w of m hops is a walk of m + 1 hops, and every such walk arises once in this way. The double sum is therefore the sum over walks of length m + 1. The intermediate statement `key` is this splitting-off of the first hop.

```lean
/-- Acting `m` times with the Hamiltonian sums the wavefunction over the endpoints of all
walks of `m` hops, with a factor `t` for each hop. -/
theorem hamiltonian_iterate {d : ℕ} (t : ℝ) (ψ : (Fin d → ℤ) → ℝ) (m : ℕ)
    (x : Fin d → ℤ) :
    (hamiltonian t)^[m] ψ x = t ^ m * ∑ w : Fin m → Fin d → Bool, ψ (endpoint x w) := by
  induction m generalizing x with
  | zero => simp [endpoint]
  | succ m ih =>
    -- split off the first hop
    have key : ∑ w : Fin (m + 1) → Fin d → Bool, ψ (endpoint x w)
        = ∑ s : Fin d → Bool, ∑ w : Fin m → Fin d → Bool, ψ (endpoint (x + hop s) w) := by
      rw [← (Fin.consEquiv (fun _ : Fin (m + 1) => Fin d → Bool)).sum_comp,
        Fintype.sum_prod_type]
      refine Finset.sum_congr rfl fun s _ => Finset.sum_congr rfl fun w _ => ?_
      have h : endpoint x (Fin.cons s w : Fin (m + 1) → Fin d → Bool)
          = endpoint (x + hop s) w := by
        simp [endpoint, Fin.sum_univ_succ, add_assoc]
      exact congrArg ψ h
    rw [Function.iterate_succ_apply', key]
    change t * ∑ s : Fin d → Bool, (hamiltonian t)^[m] ψ (x + hop s) = _
    simp only [ih]
    rw [← Finset.mul_sum, pow_succ]
    ring
```

Now take ψ = δ_x. A walk contributes 1 if it returns to x and 0 otherwise, so

μ_m(x) = t^m · (number of closed walks of length m from x).

Inserting the two counts gives, for d ≥ 1,

μ_2n(x) = t^(2n) binom(2n,n)^d and μ_(2n+1)(x) = 0.

In electronic structure, these numbers are the moments of the local density of states per spin for non-interacting electrons on the infinite lattice, with one orbital per site, orthonormal orbitals, zero on-site energy, the same amplitude t for every hop defined above and no other hopping. For d = 3 this is nearest-neighbour hopping on the body-centred cubic lattice. The theorem concerns the matrix elements of H^m; it does not construct the density itself.

```lean
/-- In dimension `d ≥ 1`, the local moment of order `2n` is `t ^ (2n)` times
`(2n choose n) ^ d`, and the local moments of odd order vanish. -/
theorem local_moments {d : ℕ} (hd : 1 ≤ d) (t : ℝ) (n : ℕ) (x : Fin d → ℤ) :
    localMoment t (2 * n) x = t ^ (2 * n) * ((2 * n).choose n : ℝ) ^ d ∧
      localMoment t (2 * n + 1) x = 0 := by
  -- a local moment is `t ^ m` times the number of closed walks
  have h : ∀ m, localMoment t m x = t ^ m * ((walks m x x).card : ℝ) := by
    intro m
    unfold localMoment
    rw [hamiltonian_iterate]
    simp only [siteState, walks, Finset.sum_boole]
  obtain ⟨heven, hodd⟩ := closed_walks hd n x
  constructor
  · rw [h, heven, Nat.cast_pow]
  · rw [h, hodd, Finset.card_empty, Nat.cast_zero, mul_zero]

end

end BodyCentredLatticeMoments
```

```lean
#print axioms BodyCentredLatticeMoments.closed_walks
-- 'BodyCentredLatticeMoments.closed_walks' depends on axioms: [propext, Classical.choice, Quot.sound]
#print axioms BodyCentredLatticeMoments.local_moments
-- 'BodyCentredLatticeMoments.local_moments' depends on axioms: [propext, Classical.choice, Quot.sound]
```
